# London's $-\tfrac34\alpha^2 w/R^6$ from the zero-point energy of two dipole-coupled oscillators

**Q.** What is the smallest case that shows the attraction?

**A.** Take two one-dimensional oscillators of frequency $w$, mass-weighted displacements $u,v$, and potential $\tfrac12w^2(u^2+v^2+2a\,uv)$ with dimensionless coupling $a$. The squared-frequency matrix $w^2\begin{pmatrix}1&a\\a&1\end{pmatrix}$ has eigenvectors $(1,\pm1)/\sqrt2$ and eigenvalues $w^2(1\pm a)$. With $\hbar=1$ the zero-point energy changes by $\tfrac w2\left[\sqrt{1+a}+\sqrt{1-a}-2\right]\approx-wa^2/8$: the linear terms cancel, the quadratic ones add. A dipole coupling $a\propto R^{-3}$ at distance $R$ gives $R^{-6}$.

**Q.** How is the three-dimensional pair set up?

**A.** For charges $\pm q$ bound with mass $m$, the polarisability is $\alpha=q^2/(mw^2)$ in Gaussian units. The dipole interaction is $w^2a\,u\cdot Tv$ with $a=\alpha/R^3$ and $T=\mathrm{diag}(t_0,t_1,t_2)=\mathrm{diag}(1,1,-2)$, index $2$ lying along the pair. The potential is $\tfrac12x\cdot Mx$ with $x=(u,v)$ and $M=w^2\begin{pmatrix}I&aT\\aT&I\end{pmatrix}$. In Lean `n` indexes the Cartesian components, and `n ⊕ n` puts $u_i$ at `.inl i` and $v_i$ at `.inr i`.

```lean
import Mathlib

open Matrix Polynomial Filter Topology

namespace CoupledDipoleDispersion

noncomputable section

variable {n : Type*} [Fintype n] [DecidableEq n]

/-- Squared-frequency matrix `w² [[I, aT], [aT, I]]` of two oscillators of frequency `w`
coupled with strength `a` through the tensor `T`. -/
def coupling (w a : ℝ) (T : Matrix n n ℝ) : Matrix (n ⊕ n) (n ⊕ n) ℝ :=
  w ^ 2 • fromBlocks 1 (a • T) (a • T) 1
```

`modeBasis` is $U=\begin{pmatrix}I&I\\I&-I\end{pmatrix}$; the orthonormal modes are the columns of $U/\sqrt2$. `modeSq` lists $w^2(1+at_i)$ (in phase) and $w^2(1-at_i)$ (out of phase).

```lean
/-- The matrix `[[I, I], [I, -I]]` of in-phase and out-of-phase combinations. -/
def modeBasis : Matrix (n ⊕ n) (n ⊕ n) ℝ := fromBlocks 1 1 1 (-1)

/-- The values `w² (1 + a tᵢ)` and `w² (1 - a tᵢ)`. -/
def modeSq (w a : ℝ) (t : n → ℝ) : n ⊕ n → ℝ :=
  Sum.elim (fun i => w ^ 2 * (1 + a * t i)) (fun i => w ^ 2 * (1 - a * t i))
```

**Q.** I see no Hamiltonian. Where is the quantum mechanics?

**A.** In a definition. `zeroPoint` is $\tfrac12\sum\sqrt\lambda$ over the real roots $\lambda$ of the characteristic polynomial, with multiplicity, and `shift` is its value at coupling $a$ minus its value at $0$. That this sum is the ground-state energy, and that $M$ describes the atoms, are inputs of the model which Lean does not check. The direct random-phase correlation energy has a similar form: half the sum of the direct random-phase excitation energies minus their Tamm–Dancoff counterparts. The model here is a pair of identical, isotropic, single-frequency point dipoles without retardation.

```lean
/-- Zero-point energy (`ħ = 1`): half the sum of the square roots of the roots of the
characteristic polynomial, counted with multiplicity. -/
def zeroPoint (M : Matrix n n ℝ) : ℝ := 1 / 2 * (M.charpoly.roots.map Real.sqrt).sum

/-- Zero-point energy of the coupled pair minus that of the uncoupled pair. -/
def shift (w a : ℝ) (T : Matrix n n ℝ) : ℝ :=
  zeroPoint (coupling w a T) - zeroPoint (coupling w 0 T)
```

`kernel` is $K(x)=(\sqrt{1+x}+\sqrt{1-x}+2)(\sqrt{1+x}\sqrt{1-x}+1)$, and `dipoleT` is $(t_0,t_1,t_2)$.

```lean
/-- The function `K(x) = (√(1+x) + √(1-x) + 2)(√(1+x) √(1-x) + 1)`. -/
def kernel (x : ℝ) : ℝ := (√(1 + x) + √(1 - x) + 2) * (√(1 + x) * √(1 - x) + 1)

/-- Diagonal entries `(1, 1, -2)` of the dipole tensor with the third axis along the pair. -/
def dipoleT : Fin 3 → ℝ := ![1, 1, -2]
```

**Q.** Might the roots miss some eigenvalues?

**A.** No, the polynomial factorises completely. Let $D_\pm=w^2(I\pm aT)$ for any diagonal $T$, and $D=\mathrm{diag}(D_+,D_-)$. Block multiplication gives $UD\,U/2$ diagonal blocks $(D_++D_-)/2=w^2I$ and off-diagonal blocks $(D_+-D_-)/2=w^2aT$, so $M=UD\,U/2$ (`hM`). Also $(U/2)U=1$ (`hU`). The products $AB$ and $BA$ of square matrices share a characteristic polynomial (`Matrix.charpoly_mul_comm`), so $M$ has that of $D(U/2)U=D$, namely $\prod_i\left(X-w^2(1+at_i)\right)\left(X-w^2(1-at_i)\right)$. `roots_coupling` reads off the multiset of roots.

```lean
/-- For `T = diag(t)` the characteristic polynomial is the product of the factors
`X - w² (1 ± a tᵢ)`. -/
theorem charpoly_coupling (w a : ℝ) (t : n → ℝ) :
    (coupling w a (diagonal t)).charpoly = ∏ k, (X - C (modeSq w a t k)) := by
  have hD : diagonal (modeSq w a t) = fromBlocks (diagonal fun i => w ^ 2 * (1 + a * t i)) 0 0
      (diagonal fun i => w ^ 2 * (1 - a * t i)) := (fromBlocks_diagonal _ _).symm
  -- normal-mode factorisation `M = U D (U/2)` with `(U/2) U = 1`
  have hM : coupling w a (diagonal t)
      = modeBasis * (diagonal (modeSq w a t) * ((1 / 2 : ℝ) • modeBasis)) := by
    rw [Matrix.mul_smul, Matrix.mul_smul, hD, modeBasis, fromBlocks_multiply, fromBlocks_multiply]
    ext i j
    rcases i with i | i <;> rcases j with j | j <;> by_cases h : i = j <;>
      simp [coupling, one_apply, h] <;> ring
  have hU : ((1 / 2 : ℝ) • modeBasis) * modeBasis = (1 : Matrix (n ⊕ n) (n ⊕ n) ℝ) := by
    rw [Matrix.smul_mul, modeBasis, fromBlocks_multiply]
    ext i j
    rcases i with i | i <;> rcases j with j | j <;> by_cases h : i = j <;>
      simp [one_apply, h] <;> norm_num
  rw [hM, Matrix.charpoly_mul_comm, Matrix.mul_assoc, hU, Matrix.mul_one,
    Matrix.charpoly_diagonal]

/-- The roots of the characteristic polynomial, with multiplicity, are the `w² (1 ± a tᵢ)`. -/
theorem roots_coupling (w a : ℝ) (t : n → ℝ) :
    (coupling w a (diagonal t)).charpoly.roots = Finset.univ.val.map (modeSq w a t) := by
  have h : ∏ k, (X - C (modeSq w a t k))
      = ((Finset.univ.val.map (modeSq w a t)).map fun r => X - C r).prod := by
    rw [Multiset.map_map]
    rfl
  rw [charpoly_coupling, h, roots_multiset_prod_X_sub_C]
```

**Q.** And stability?

**A.** `form_coupling` computes $x\cdot Mx=\sum_iw^2(u_i^2+v_i^2+2at_iu_iv_i)$ from the two blocks of $Mx$.

```lean
/-- The quadratic form of the coupling matrix is `∑ᵢ w² (uᵢ² + vᵢ² + 2 a tᵢ uᵢ vᵢ)`, with
`u`, `v` the displacements of the two oscillators. -/
theorem form_coupling (w a : ℝ) (t : n → ℝ) (x : n ⊕ n → ℝ) :
    x ⬝ᵥ coupling w a (diagonal t) *ᵥ x = ∑ i, w ^ 2 * (x (.inl i) ^ 2 + x (.inr i) ^ 2
      + 2 * (a * t i) * x (.inl i) * x (.inr i)) := by
  have h1 : ∀ i, (coupling w a (diagonal t) *ᵥ x) (.inl i)
      = w ^ 2 * (x (.inl i) + a * t i * x (.inr i)) := by
    intro i
    simp [coupling, mulVec, dotProduct, Fintype.sum_sum_type, one_apply, diagonal_apply]
    ring
  have h2 : ∀ i, (coupling w a (diagonal t) *ᵥ x) (.inr i)
      = w ^ 2 * (a * t i * x (.inl i) + x (.inr i)) := by
    intro i
    simp [coupling, mulVec, dotProduct, Fintype.sum_sum_type, one_apply, diagonal_apply]
    ring
  rw [dotProduct, Fintype.sum_sum_type, ← Finset.sum_add_distrib]
  refine Finset.sum_congr rfl fun i _ => ?_
  rw [h1, h2]
  ring
```

Let $w\ne0$ and let $e_i$ be the $i$-th unit vector. The test vectors $(e_i,\pm e_i)$ give $2w^2(1\pm at_i)$ (`key 1`, `key (-1)`), so positive definiteness forces $|at_i|<1$. Conversely, with $c=at_i$ and $|c|<1$,
$$u_i^2+v_i^2+2cu_iv_i=(u_i+cv_i)^2+(1-c^2)v_i^2=(v_i+cu_i)^2+(1-c^2)u_i^2 .$$
So the $i$-th summand of the quadratic form is non-negative, and it is positive if $u_i$ or $v_i$ is nonzero; the `nlinarith` hints are these squares. `PosDef` also demands symmetry, which is checked entrywise.

```lean
/-- For `w ≠ 0` the coupling matrix is positive definite iff `|a tᵢ| < 1` for every `i`. -/
theorem posDef_coupling_iff {w : ℝ} (hw : w ≠ 0) (a : ℝ) (t : n → ℝ) :
    (coupling w a (diagonal t)).PosDef ↔ ∀ i, |a * t i| < 1 := by
  have hw2 : 0 < w ^ 2 := by positivity
  constructor
  · intro h i
    -- test vectors `(eᵢ, s eᵢ)`
    have key : ∀ s : ℝ, 0 < w ^ 2 * (1 + s ^ 2 + 2 * (a * t i) * s) := by
      intro s
      have hx : Sum.elim (Pi.single i 1 : n → ℝ) (Pi.single i s : n → ℝ) ≠ 0 := by
        intro h0
        simpa using congrFun h0 (.inl i)
      have h1 := h.dotProduct_mulVec_pos hx
      rw [star_trivial, form_coupling, Finset.sum_eq_single i] at h1
      · simp only [Sum.elim_inl, Sum.elim_inr, Pi.single_eq_same] at h1
        linarith
      · intro j _ hj
        simp [Pi.single_eq_of_ne hj]
      · simp
    have hp := (mul_pos_iff_of_pos_left hw2).1 (key 1)
    have hm := (mul_pos_iff_of_pos_left hw2).1 (key (-1))
    rw [abs_lt]
    constructor <;> linarith
  · intro h
    have hc : ∀ i, 0 < 1 - (a * t i) ^ 2 := fun i => by
      have := abs_lt.1 (h i)
      nlinarith [this.1, this.2]
    rw [posDef_iff_dotProduct_mulVec]
    refine ⟨?_, fun x hx => ?_⟩
    · unfold Matrix.IsHermitian
      ext i j
      rcases i with i | i <;> rcases j with j | j <;> by_cases hij : i = j <;>
        simp [coupling, conjTranspose_apply, one_apply, hij, @eq_comm _ j i]
    · rw [star_trivial, form_coupling]
      -- complete the square in each Cartesian direction
      refine Finset.sum_pos' (fun i _ => mul_nonneg hw2.le ?_) ?_
      · nlinarith [sq_nonneg (x (.inl i) + a * t i * x (.inr i)),
          mul_nonneg (hc i).le (sq_nonneg (x (.inr i)))]
      · obtain ⟨k, hk⟩ := Function.ne_iff.1 hx
        have hk2 : 0 < x k ^ 2 := by
          have : x k ≠ 0 := hk
          positivity
        rcases k with i | i <;> refine ⟨i, Finset.mem_univ _, mul_pos hw2 ?_⟩
        · nlinarith [sq_nonneg (x (.inr i) + a * t i * x (.inl i)), mul_pos (hc i) hk2]
        · nlinarith [sq_nonneg (x (.inl i) + a * t i * x (.inr i)), mul_pos (hc i) hk2]
```

**Q.** Your opening estimate was a truncated series. Is the limit rigorous?

**A.** An exact identity replaces the series. For $|x|\le1$ put $p=\sqrt{1+x}$, $r=\sqrt{1-x}$, so $p^2+r^2=2$ and $p^2r^2=1-x^2$. Then $(p+r-2)(p+r+2)=(p+r)^2-4=2(pr-1)$, and multiplying by $pr+1$ gives $2(p^2r^2-1)=-2x^2$. Since $K(x)>0$, $p+r-2=-2x^2/K(x)$. The closing `linear_combination` is this algebra, with Lean's `q` for $r$.

```lean
/-- For `|x| ≤ 1`, `√(1+x) + √(1-x) - 2 = -2x² / K(x)`. -/
theorem pair_shift {x : ℝ} (hx : |x| ≤ 1) :
    √(1 + x) + √(1 - x) - 2 = -2 * x ^ 2 / kernel x := by
  obtain ⟨h1, h2⟩ := abs_le.1 hx
  have hp : √(1 + x) ^ 2 = 1 + x := Real.sq_sqrt (by linarith)
  have hq : √(1 - x) ^ 2 = 1 - x := Real.sq_sqrt (by linarith)
  have hK : 0 < kernel x := by
    unfold kernel
    positivity
  rw [eq_div_iff hK.ne']
  unfold kernel
  generalize √(1 + x) = p at hp ⊢
  generalize √(1 - x) = q at hq ⊢
  linear_combination (p * q + 1 + 2 * q ^ 2) * hp + (p * q + 1 + 2 * (1 + x)) * hq
```

For $w\ge0$, $\sqrt{w^2y}=w\sqrt y$, so the zero-point energy at coupling $b$ is $\tfrac w2\sum_i\left(\sqrt{1+bt_i}+\sqrt{1-bt_i}\right)$ (`hE`). Subtracting $b=0$ from $b=a$ and applying the identity to each $i$ gives the shift $-wa^2\sum_it_i^2/K(at_i)$ whenever all $|at_i|\le1$.

```lean
/-- If `w ≥ 0` and all `|a tᵢ| ≤ 1`, the zero-point shift equals
`-w a² ∑ᵢ tᵢ² / K(a tᵢ)`. -/
theorem shift_eq {w a : ℝ} {t : n → ℝ} (hw : 0 ≤ w) (h : ∀ i, |a * t i| ≤ 1) :
    shift w a (diagonal t) = -(w * a ^ 2) * ∑ i, t i ^ 2 / kernel (a * t i) := by
  have hE : ∀ b : ℝ, zeroPoint (coupling w b (diagonal t))
      = w / 2 * ∑ i, (√(1 + b * t i) + √(1 - b * t i)) := by
    intro b
    unfold zeroPoint
    rw [roots_coupling, Multiset.map_map]
    change (1 / 2 : ℝ) * ∑ k, √(modeSq w b t k) = _
    rw [Fintype.sum_sum_type, Finset.sum_add_distrib]
    simp only [modeSq, Sum.elim_inl, Sum.elim_inr, Real.sqrt_mul (sq_nonneg w),
      Real.sqrt_sq hw, ← Finset.mul_sum]
    ring
  unfold shift
  rw [hE a, hE 0, ← mul_sub, ← Finset.sum_sub_distrib, Finset.mul_sum, Finset.mul_sum]
  refine Finset.sum_congr rfl fun i _ => ?_
  simp only [zero_mul, add_zero, sub_zero, Real.sqrt_one]
  linear_combination (w / 2) * pair_shift (h i)
```

**Q.** At short distance a mode goes imaginary. What does `shift` mean there?

**A.** Nothing physical: `Real.sqrt` of a negative number is $0$, so the unstable mode is silently dropped. The limit depends only on large $R$. There $at_i\to0$, so eventually every $|at_i|\le1$, and `hlim.congr'` exchanges the shift for the exact formula. With $R^6a^2=\alpha^2$ (`hR6`), $R^6$ times the shift is $-w\alpha^2\sum_it_i^2/K(at_i)$. Continuity of $K$ and $K(0)=4\cdot2=8$ give the limit $-\tfrac{w\alpha^2}{8}\sum_it_i^2$.

```lean
/-- With `a = α / R³` and `w ≥ 0`, `R⁶` times the zero-point shift tends to
`-(w α² / 8) ∑ᵢ tᵢ²` as `R → ∞`. -/
theorem shift_limit {w : ℝ} (hw : 0 ≤ w) (α : ℝ) (t : n → ℝ) :
    Tendsto (fun R : ℝ => R ^ 6 * shift w (α / R ^ 3) (diagonal t)) atTop
      (𝓝 (-(w * α ^ 2 / 8) * ∑ i, t i ^ 2)) := by
  have ha : Tendsto (fun R : ℝ => α / R ^ 3) atTop (𝓝 0) :=
    tendsto_const_nhds.div_atTop (tendsto_pow_atTop (by norm_num))
  have hi : ∀ i, Tendsto (fun R : ℝ => α / R ^ 3 * t i) atTop (𝓝 0) := fun i => by
    have := ha.mul_const (t i)
    rwa [zero_mul] at this
  have hc : Continuous kernel := by
    unfold kernel
    fun_prop
  have h0 : kernel 0 = 8 := by norm_num [kernel]
  have hk : ∀ i, Tendsto (fun R : ℝ => kernel (α / R ^ 3 * t i)) atTop (𝓝 8) := fun i => by
    have := (hc.tendsto 0).comp (hi i)
    rw [h0] at this
    exact this
  have hlim : Tendsto (fun R : ℝ => -(w * α ^ 2) * ∑ i, t i ^ 2 / kernel (α / R ^ 3 * t i))
      atTop (𝓝 (-(w * α ^ 2) * ∑ i, t i ^ 2 / 8)) := by
    refine Tendsto.const_mul _ (tendsto_finsetSum _ fun i _ => ?_)
    exact tendsto_const_nhds.div (hk i) (by norm_num)
  have hn : ∀ᶠ x : ℝ in 𝓝 0, |x| ≤ 1 := by
    filter_upwards [Icc_mem_nhds (by norm_num : (-1 : ℝ) < 0) one_pos] with x hx
    exact abs_le.2 ⟨hx.1, hx.2⟩
  have e : -(w * α ^ 2 / 8) * ∑ i, t i ^ 2 = -(w * α ^ 2) * ∑ i, t i ^ 2 / 8 := by
    rw [← Finset.sum_div]
    ring
  rw [e]
  -- at large distance all modes are stable and the exact formula applies
  refine hlim.congr' ?_
  filter_upwards [eventually_all.2 fun i => (hi i).eventually hn, eventually_gt_atTop 0]
    with R h hR
  have hR6 : R ^ 6 * (α / R ^ 3) ^ 2 = α ^ 2 := by field_simp
  rw [shift_eq hw h]
  linear_combination (w * ∑ i, t i ^ 2 / kernel (α / R ^ 3 * t i)) * hR6
```

**Q.** Read me the final statement.

**A.** For $w,\alpha>0$ it has three parts. First, for every real $a$ the $6\times6$ characteristic polynomial has the factors $X-w^2(1\pm2a)$ once each and $X-w^2(1\pm a)$ twice each; because $t_2=-2$, the value $w^2(1-2a)$ belongs to the in-phase axial mode. Second, for $R>0$ the matrix with $a=\alpha/R^3$ is positive definite exactly when $2\alpha<R^3$: the condition at index $2$ is $2a<1$, which implies $a<1$ for indices $0$ and $1$. Third, $\sum_it_i^2=1+1+4=6$ and $6/8=3/4$, so $R^6$ times the shift tends to $-\tfrac34\alpha^2w$. This is London's coefficient for atoms with one shared excitation frequency. Several frequencies, unlike atoms and higher multipoles are absent, and the statement is a limit without a rate.

**Q.** Does the argument give anything else?

**A.** The lemmas hold for any finite `n` and any real $t$. For oscillators confined to the axis, with the single entry $t=-2$, `posDef_coupling_iff` gives the same threshold $2\alpha<R^3$ and `shift_limit` gives $-\tfrac12\alpha^2w$, two thirds of the isotropic value.

```lean
/-- For `T = diag(1,1,-2)` and `w, α > 0`: the characteristic polynomial has the factors
`X - w²(1 ± 2a)` once and `X - w²(1 ± a)` twice; with `a = α/R³`, `R > 0`, the matrix is
positive definite iff `2α < R³`, and `R⁶` times the shift tends to `-(3/4) α² w`. -/
theorem london_dispersion {w α : ℝ} (hw : 0 < w) (hα : 0 < α) :
    (∀ a : ℝ, (coupling w a (diagonal dipoleT)).charpoly
      = (X - C (w ^ 2 * (1 + 2 * a))) * (X - C (w ^ 2 * (1 - 2 * a)))
        * (X - C (w ^ 2 * (1 + a))) ^ 2 * (X - C (w ^ 2 * (1 - a))) ^ 2) ∧
    (∀ R : ℝ, 0 < R →
      ((coupling w (α / R ^ 3) (diagonal dipoleT)).PosDef ↔ 2 * α < R ^ 3)) ∧
    Tendsto (fun R : ℝ => R ^ 6 * shift w (α / R ^ 3) (diagonal dipoleT)) atTop
      (𝓝 (-(3 / 4) * α ^ 2 * w)) := by
  have h0 : dipoleT 0 = 1 := rfl
  have h1 : dipoleT 1 = 1 := rfl
  have h2 : dipoleT 2 = -2 := rfl
  refine ⟨fun a => ?_, fun R hR => ?_, ?_⟩
  · rw [charpoly_coupling, Fintype.prod_sum_type, Fin.prod_univ_three, Fin.prod_univ_three]
    simp only [modeSq, Sum.elim_inl, Sum.elim_inr, h0, h1, h2, mul_one]
    rw [show 1 + a * (-2) = 1 - 2 * a by ring, show 1 - a * (-2) = 1 + 2 * a by ring]
    ring
  · have hR3 : 0 < R ^ 3 := by positivity
    have ha : 0 < α / R ^ 3 := by positivity
    have hiff : 2 * (α / R ^ 3) < 1 ↔ 2 * α < R ^ 3 := by
      rw [← mul_div_assoc, div_lt_one hR3]
    have ht : ∀ i, dipoleT i = 1 ∨ dipoleT i = -2 := by
      intro i
      fin_cases i
      exacts [Or.inl rfl, Or.inl rfl, Or.inr rfl]
    rw [posDef_coupling_iff hw.ne', ← hiff]
    constructor
    · intro h
      have := abs_lt.1 (h 2)
      rw [h2] at this
      linarith [this.1]
    · intro h i
      rcases ht i with e | e <;> rw [e, abs_lt] <;> constructor <;> linarith
  · have e : -(3 / 4) * α ^ 2 * w = -(w * α ^ 2 / 8) * ∑ i, dipoleT i ^ 2 := by
      rw [Fin.sum_univ_three, h0, h1, h2]
      ring
    rw [e]
    exact shift_limit hw.le α dipoleT

end

end CoupledDipoleDispersion
```

```lean
#print axioms CoupledDipoleDispersion.form_coupling
#print axioms CoupledDipoleDispersion.london_dispersion
```

```
'CoupledDipoleDispersion.form_coupling' depends on axioms: [propext, Classical.choice, Quot.sound]
'CoupledDipoleDispersion.london_dispersion' depends on axioms: [propext, Classical.choice, Quot.sound]
```
